# Fermion doubling on the lattice and its removal by the Wilson term

A free massless Dirac particle in \(d\) space dimensions has, in units with \(\hbar=c=1\), the Hamiltonian \(\sum_i \alpha_i p_i\), with momentum components \(p_i\) and anticommuting Hermitian matrices \(\alpha_i\) of square one, and its energy vanishes only at \(p=0\). On a cubic lattice of unit spacing with unit vectors \(e_i\), the symmetric difference \([\psi(x+e_i)-\psi(x-e_i)]/2\mathrm{i}\) multiplies a plane wave \(\psi(x)=\mathrm{e}^{\mathrm{i}p\cdot x}\) by \(\sin p_i\) instead of \(p_i\). The sine vanishes also at \(p_i=\pi\), so the lattice model has zero-energy modes that the continuum particle lacks. One remedy adds the Wilson term, a second difference \(-\tfrac r2[\psi(x+e_i)+\psi(x-e_i)-2\psi(x)]\) of strength \(r\) times a mass matrix \(\beta\), which multiplies the plane wave by \(r(1-\cos p_i)\beta\). Inspecting the old zeros does not show that this works, since the sine terms and the new term might cancel at some other momentum. A description of the whole zero set is needed.

## The claim

Let \(\alpha_0,\dots,\alpha_{d-1},\beta\) be complex \(N\times N\) matrices with \(N>0\) and
\[
\alpha_i^2=1,\qquad \alpha_i\alpha_j+\alpha_j\alpha_i=0\ \ (i\neq j),\qquad \beta^2=1,\qquad \alpha_i\beta+\beta\alpha_i=0 .
\]
For a real Wilson parameter \(r\), a real bare mass \(m\) and a momentum \(p=(p_0,\dots,p_{d-1})\) put
\[
W(p)=\sum_i(1-\cos p_i),\qquad D(p)=\sum_i \sin p_i\,\alpha_i+\bigl(m+rW(p)\bigr)\beta .
\]
A zero mode is a point \(p\) of the Brillouin zone \([0,2\pi)^d\) with \(\det D(p)=0\). For a set \(S\subseteq\{0,\dots,d-1\}\) of directions, with \(|S|\) elements, the corner \(c_S\) has component \(\pi\) for \(i\in S\) and \(0\) otherwise.

**Theorem.** The zero modes are exactly the corners \(c_S\) with \(m+2r|S|=0\). At \(m=0\) there are \(2^d\) of them if \(r=0\), and only \(p=0\) if \(r\neq0\). For \(r\neq0\) and \(m=-2rk\) with \(k\) a natural number, there are \(\binom dk\).

For a non-interacting, translation-invariant lattice fermion or Dirac-type tight-binding model of this nearest-neighbour form, the theorem lists the momenta at which the gap at zero energy closes and the masses at which it does so.

## Derivation

*Step 1: the square.* Let \(X\) and \(\gamma\) be matrices with \(X^2=c\,1\), \(X\gamma+\gamma X=0\) and \(\gamma^2=1\), and let \(c,e\) be real. Then
\[
(X+e\gamma)^2=X^2+e(X\gamma+\gamma X)+e^2\gamma^2=(c+e^2)\,1 .
\]
Take real numbers \(a_i\) and \(b\), start from \(X=0\), \(c=0\), and add the terms \(a_i\alpha_i\) one at a time and \(b\beta\) last. Each new matrix anticommutes with every term already present, hence with their sum, so the identity applies at each stage:
\[
A^2=\Bigl(\sum_i a_i^2+b^2\Bigr)1,\qquad A=\sum_i a_i\alpha_i+b\beta .
\]

*Step 2: the determinant.* Taking determinants gives \((\det A)^2=(\sum_i a_i^2+b^2)^N\). Since \(N>0\), the right side vanishes exactly when \(\sum_i a_i^2+b^2=0\), and a sum of real squares vanishes exactly when every term does. So \(D(p)\) is singular if and only if \(\sin p_i=0\) for all \(i\) and \(m+rW(p)=0\).

*Step 3: only corners.* For \(0<x<\pi\) one has \(\sin x>0\). For \(\pi<x<2\pi\) one has \(-\sin x=\sin(x-\pi)>0\). Hence in \([0,2\pi)\) the sine vanishes only at \(0\) and \(\pi\), and a zero mode equals \(c_S\) with \(S=\{i:p_i=\pi\}\).

*Step 4: the mass at a corner.* The term \(1-\cos p_i\) is \(2\) at \(\pi\) and \(0\) at \(0\), so \(W(c_S)=2|S|\), and the remaining condition reads \(m+2r|S|=0\). Conversely, every corner lies in the zone and has all sines zero, so a corner meeting the condition is a zero mode.

*Step 5: counting.* If \(S\neq T\), some direction lies in only one of them, and there the corners have components \(\pi\) and \(0\); so counting corners is counting subsets. For \(m=r=0\) the condition is \(0=0\) and all \(2^d\) subsets qualify. For \(m=0\), \(r\neq0\) it forces \(|S|=0\), and \(c_\varnothing=0\). For \(m=-2rk\), \(r\neq0\) it becomes \(2r(|S|-k)=0\), which selects the \(\binom dk\) subsets of size \(k\).

## An instance and a counter-example

Take \(d=2\), \(N=2\), with the Pauli matrices \(\alpha_0=\sigma_x\), \(\alpha_1=\sigma_y\), \(\beta=\sigma_z\). Writing \(s_i=\sin p_i\) and \(M=m+rW(p)\),
\[
D(p)=\begin{pmatrix} M & s_0-\mathrm{i}s_1\\ s_0+\mathrm{i}s_1 & -M\end{pmatrix},\qquad \det D(p)=-\bigl(s_0^2+s_1^2+M^2\bigr).
\]
At \(p=(\pi/2,0)\) with \(r=1\), \(m=0\) one has \(s_0=1\), \(s_1=0\), \(M=1\), so \(\det D=-2\), and \((\det D)^2=4=2^2\) agrees with Step 2. At the four corners both sines vanish and \(\det D=-M^2\):

| corner | \(W\) | \(r=0,\ m=0\) | \(r=1,\ m=0\) | \(r=1,\ m=-2\) |
|---|---|---|---|---|
| \((0,0)\) | 0 | 0 | 0 | \(-4\) |
| \((\pi,0)\) | 2 | 0 | \(-4\) | 0 |
| \((0,\pi)\) | 2 | 0 | \(-4\) | 0 |
| \((\pi,\pi)\) | 4 | 0 | \(-16\) | \(-4\) |

The last three columns show \(2^2=4\), \(1\) and \(\binom21=2\) zeros.

The cancellation described at the outset does occur if \(\beta\) need not anticommute with the \(\alpha_i\). Take \(d=1\), \(N=1\), \(\alpha_0=\beta=1\). Both square to one, there is no pair of distinct \(\alpha\) matrices to test, and \(\alpha_0\beta+\beta\alpha_0=2\). With \(r=1\), \(m=0\) the matrix is the number \(\sin p_0+1-\cos p_0\), which at \(p_0=3\pi/2\) equals \(-1+1-0=0\). This zero is not a corner. The table and this example were worked on paper and are not among the theorems of the file.

## Formal development

The number of directions is `d`, and directions are indexed by `Fin d`, that is \(0,\dots,d-1\). Rows and columns are indexed by a finite type `n`, whose number of elements is \(N\).

In Lean 4 with Mathlib:

```lean
import Mathlib

open Real

namespace LatticeDoubling

noncomputable section

variable {d : ℕ} {n : Type*} [Fintype n] [DecidableEq n]
```

The structure `IsDiracAlgebra` collects the four relations, one per field. The matrices are not required to be Hermitian. The counter-example above violates `alpha_beta` alone.

```lean
/-- The matrices `α i`, for `i : Fin d`, and `β` each square to one and anticommute pairwise. -/
structure IsDiracAlgebra (α : Fin d → Matrix n n ℂ) (β : Matrix n n ℂ) : Prop where
  alpha_sq : ∀ i, α i * α i = 1
  alpha_anti : ∀ i j, i ≠ j → α i * α j + α j * α i = 0
  beta_sq : β * β = 1
  alpha_beta : ∀ i, α i * β + β * α i = 0
```

A momentum is a function `Fin d → ℝ`, and `wilsonSum p` is \(W(p)\).

```lean
/-- The Wilson sum `∑ᵢ (1 - cos pᵢ)` at lattice momentum `p`. -/
def wilsonSum (p : Fin d → ℝ) : ℝ := ∑ i, (1 - cos (p i))
```

The matrix \(D(p)\) is `wilsonDirac α β r m p`. The types make `r`, `m` and the momentum components real, which Step 2 uses. The lattice spacing is one. The momentum-space matrix is taken as the definition: the position-space operator and its Fourier transform do not appear, and there is no gauge field or interaction.

```lean
/-- The momentum-space lattice Dirac matrix `∑ᵢ αᵢ sin pᵢ + (m + r ∑ᵢ (1 - cos pᵢ)) β`
with Wilson parameter `r` and bare mass `m`. -/
def wilsonDirac (α : Fin d → Matrix n n ℂ) (β : Matrix n n ℂ) (r m : ℝ) (p : Fin d → ℝ) :
    Matrix n n ℂ :=
  ∑ i, sin (p i) • α i + (m + r * wilsonSum p) • β
```

The set `zeroModes` demands that each component lie in `Set.Ico 0 (2 * π)`, the half-open interval, so that \(0\) and \(2\pi\) are not counted as two momenta. The momenta are continuous, as on an infinite lattice. "Zero mode" means a momentum with vanishing determinant; the dimension of the kernel there is not recorded.

```lean
/-- The momenta in the Brillouin zone `[0, 2π)^d` at which the lattice Dirac matrix
is singular. -/
def zeroModes (α : Fin d → Matrix n n ℂ) (β : Matrix n n ℂ) (r m : ℝ) : Set (Fin d → ℝ) :=
  {p | (∀ i, p i ∈ Set.Ico 0 (2 * π)) ∧ (wilsonDirac α β r m p).det = 0}
```

The corner \(c_S\) is `corner S`, for a finite set `S` of directions.

```lean
/-- The momentum with component `π` along the directions in `S` and `0` along the others. -/
def corner (S : Finset (Fin d)) (i : Fin d) : ℝ := if i ∈ S then π else 0
```

Step 1 is `clifford_sq`. The auxiliary `anti` distributes the products over the sum to show that a matrix anticommuting with each \(\alpha_i\), \(i\in s\), anticommutes with \(\sum_{i\in s}a_i\alpha_i\). The auxiliary `step` is the identity for \((X+e\gamma)^2\): its first `calc` line expands the product and the second inserts the three assumptions. Then `sq` runs `Finset.induction_on` over the set `s` of directions already included; the new index is not in `s`, which supplies the \(j\neq i\) that `alpha_anti` needs. The last line applies `step` once more with \(\gamma=\beta\).

```lean
variable {α : Fin d → Matrix n n ℂ} {β : Matrix n n ℂ}

/-- A real combination `∑ aᵢ αᵢ + b β` squares to `∑ aᵢ² + b²` times the unit matrix. -/
theorem clifford_sq (h : IsDiracAlgebra α β) (a : Fin d → ℝ) (b : ℝ) :
    (∑ i, a i • α i + b • β) * (∑ i, a i • α i + b • β)
      = (∑ i, a i ^ 2 + b ^ 2) • (1 : Matrix n n ℂ) := by
  -- a matrix anticommuting with every term anticommutes with the sum
  have anti : ∀ (s : Finset (Fin d)) (γ : Matrix n n ℂ), (∀ i ∈ s, α i * γ + γ * α i = 0) →
      (∑ i ∈ s, a i • α i) * γ + γ * (∑ i ∈ s, a i • α i) = 0 := by
    intro s γ hγ
    rw [Finset.sum_mul, Finset.mul_sum, ← Finset.sum_add_distrib]
    refine Finset.sum_eq_zero fun i hi => ?_
    rw [smul_mul_assoc, mul_smul_comm, ← smul_add, hγ i hi, smul_zero]
  -- adding one more anticommuting involution adds one more square
  have step : ∀ (X γ : Matrix n n ℂ) (c e : ℝ), X * X = c • (1 : Matrix n n ℂ) →
      X * γ + γ * X = 0 → γ * γ = 1 →
      (X + e • γ) * (X + e • γ) = (c + e ^ 2) • (1 : Matrix n n ℂ) := by
    intro X γ c e h1 h2 h3
    calc (X + e • γ) * (X + e • γ)
        = X * X + e • (X * γ + γ * X) + (e ^ 2) • (γ * γ) := by
          simp only [add_mul, mul_add, smul_mul_assoc, mul_smul_comm, smul_add]
          module
      _ = (c + e ^ 2) • (1 : Matrix n n ℂ) := by
          rw [h1, h2, h3, smul_zero, add_zero, add_smul]
  have sq : ∀ s : Finset (Fin d), (∑ i ∈ s, a i • α i) * (∑ i ∈ s, a i • α i)
      = (∑ i ∈ s, a i ^ 2) • (1 : Matrix n n ℂ) := by
    intro s
    induction s using Finset.induction_on with
    | empty => simp
    | insert i s hi ih =>
      rw [Finset.sum_insert hi, Finset.sum_insert hi, add_comm (a i • α i), add_comm (a i ^ 2)]
      exact step _ _ _ _ ih
        (anti s _ fun j hj => h.alpha_anti j i (fun e => hi (e ▸ hj))) (h.alpha_sq i)
  exact step _ _ _ _ (sq _) (anti _ _ fun i _ => h.alpha_beta i) h.beta_sq
```

Step 2 is `det_eq_zero_iff`, and `[Nonempty n]` is the condition \(N>0\). For \(N=0\) the determinant is an empty product equal to one, so nothing is singular and the count \(2^d\) would fail. The rewrites with `Matrix.det_mul`, with `hc`, which turns the real scalar into a complex one, and with `Matrix.det_smul` bring `hd` to the form \((\det A)(\det A)=(\sum_i a_i^2+b^2)^N\). The rewrite with `pow_eq_zero_iff Fintype.card_ne_zero` strips the \(N\)-th power. In the forward direction `linarith` splits the vanishing sum into its two non-negative parts, and `Finset.sum_eq_zero_iff_of_nonneg` handles the terms \(a_i^2\).

```lean
/-- For nonempty matrices, `∑ aᵢ αᵢ + b β` with real coefficients is singular exactly when
all coefficients vanish. -/
theorem det_eq_zero_iff [Nonempty n] (h : IsDiracAlgebra α β) (a : Fin d → ℝ) (b : ℝ) :
    (∑ i, a i • α i + b • β).det = 0 ↔ (∀ i, a i = 0) ∧ b = 0 := by
  have hc : ∀ c : ℝ, c • (1 : Matrix n n ℂ) = (c : ℂ) • (1 : Matrix n n ℂ) := by
    intro c
    ext i j
    simp only [Matrix.smul_apply, Complex.real_smul, smul_eq_mul]
  -- the squared determinant is a positive power of the sum of squares
  have hd := congrArg Matrix.det (clifford_sq h a b)
  rw [Matrix.det_mul, hc, Matrix.det_smul, Matrix.det_one, mul_one] at hd
  rw [← mul_self_eq_zero, hd, pow_eq_zero_iff Fintype.card_ne_zero, Complex.ofReal_eq_zero]
  constructor
  · intro h0
    have hs : 0 ≤ ∑ i, a i ^ 2 := Finset.sum_nonneg fun i _ => sq_nonneg _
    have hb := sq_nonneg b
    have h1 : ∑ i, a i ^ 2 = 0 := by linarith
    have h2 : b ^ 2 = 0 := by linarith
    rw [Finset.sum_eq_zero_iff_of_nonneg fun i _ => sq_nonneg _] at h1
    exact ⟨fun i => (pow_eq_zero_iff two_ne_zero).mp (h1 i (Finset.mem_univ i)),
      (pow_eq_zero_iff two_ne_zero).mp h2⟩
  · rintro ⟨ha, hb⟩
    simp [ha, hb]
```

The first half of Step 4 evaluates \(1-\cos\) componentwise as `if i ∈ S then 2 else 0` and sums the constant over `S`.

```lean
/-- At the corner with `π` along the directions in `S` the Wilson sum equals `2 |S|`. -/
theorem wilsonSum_corner (S : Finset (Fin d)) : wilsonSum (corner S) = 2 * (S.card : ℝ) := by
  have h : ∀ i, 1 - cos (corner S i) = if i ∈ S then 2 else 0 := by
    intro i
    unfold corner
    split_ifs <;> norm_num [Real.cos_pi]
  simp only [wilsonSum, h]
  rw [Finset.sum_ite_mem, Finset.univ_inter, Finset.sum_const, nsmul_eq_mul]
  ring
```

The injectivity used in Step 5 compares component `i` of two equal corners: membership in one set only would equate \(\pi\) with \(0\), against `Real.pi_pos`.

```lean
/-- Different sets of directions give different corners. -/
theorem corner_injective : Function.Injective (corner (d := d)) := by
  intro S T h
  have hpi := Real.pi_pos
  ext i
  have hi := congrFun h i
  constructor
  · intro hS
    by_contra hT
    simp only [corner, hS, hT, ↓reduceIte] at hi
    linarith
  · intro hT
    by_contra hS
    simp only [corner, hS, hT, ↓reduceIte] at hi
    linarith
```

The theorem `zeroModes_eq` is the first sentence of the claim, for all real `r` and `m`: the zero set is the image under `corner` of the family of sets with \(m+2r|S|=0\). The opening `simp only` replaces the determinant condition through `det_eq_zero_iff h`. A zero mode then carries three facts: `hp` (in the zone), `hs` (all sines vanish) and `hm` (the coefficient of \(\beta\) vanishes). The statement `h0` is Step 3, with the cases \(p_i<\pi\) and \(p_i>\pi\); both use `Real.sin_pos_of_pos_of_lt_pi`, the second after the shift by \(\pi\) through `Real.sin_sub_pi`. The set \(S\) is built as `Finset.univ.filter fun j => p j = π`, and `wilsonSum_corner` turns `hm` into the mass condition. The converse checks the three facts at a corner.

```lean
/-- The singular momenta in the Brillouin zone are exactly the corners `S` with
`m + 2 r |S| = 0`. -/
theorem zeroModes_eq [Nonempty n] (h : IsDiracAlgebra α β) (r m : ℝ) :
    zeroModes α β r m = corner '' {S | m + 2 * r * (S.card : ℝ) = 0} := by
  have hpi := Real.pi_pos
  ext p
  simp only [zeroModes, wilsonDirac, Set.mem_ofPred_eq, det_eq_zero_iff h, Set.mem_image]
  constructor
  · rintro ⟨hp, hs, hm⟩
    -- on [0, 2π) the sine vanishes only at 0 and π
    have h0 : ∀ i, p i ≠ π → p i = 0 := by
      intro i hi
      obtain ⟨h1, h2⟩ := hp i
      rcases lt_or_gt_of_ne hi with hlt | hgt
      · by_contra hne
        have := Real.sin_pos_of_pos_of_lt_pi (lt_of_le_of_ne h1 (Ne.symm hne)) hlt
        linarith [hs i]
      · have := Real.sin_pos_of_pos_of_lt_pi (x := p i - π) (by linarith) (by linarith)
        rw [Real.sin_sub_pi] at this
        linarith [hs i]
    obtain ⟨S, rfl⟩ : ∃ S, corner S = p := by
      refine ⟨Finset.univ.filter fun j => p j = π, funext fun i => ?_⟩
      unfold corner
      by_cases hi : p i = π
      · have hmem : i ∈ Finset.univ.filter fun j => p j = π := by simp [hi]
        rw [if_pos hmem]
        exact hi.symm
      · have hmem : i ∉ Finset.univ.filter fun j => p j = π := by simp [hi]
        rw [if_neg hmem]
        exact (h0 i hi).symm
    rw [wilsonSum_corner] at hm
    exact ⟨S, by linear_combination hm, rfl⟩
  · rintro ⟨S, hS, rfl⟩
    refine ⟨fun i => ?_, fun i => ?_, ?_⟩
    · unfold corner
      split_ifs <;> constructor <;> linarith
    · unfold corner
      split_ifs <;> simp
    · rw [wilsonSum_corner]
      linear_combination hS
```

The main theorem sets \(m=0\). Its first part says that `zeroModes α β 0 0` has `2 ^ d` elements, its second that `zeroModes α β r 0` is `{0}`, the set holding only the zero momentum, for every real \(r\neq0\) of either sign. In each part `hu` solves the mass condition, giving all subsets or `{∅}`. The count passes through the injective map by `Set.ncard_image_of_injective` and ends with `Fintype.card_finset`, the number of subsets of a finite type. The case \(d=0\) is included: the zone is a single point, \(D\) is the zero matrix, and both parts report one zero mode.

```lean
/-- Fermion doubling and its removal at zero bare mass: without the Wilson term the matrix is
singular at exactly `2^d` points of `[0, 2π)^d`, and for every real `r ≠ 0` only at `p = 0`. -/
theorem doubling_and_wilson [Nonempty n] (h : IsDiracAlgebra α β) :
    (zeroModes α β 0 0).ncard = 2 ^ d ∧ ∀ r : ℝ, r ≠ 0 → zeroModes α β r 0 = {0} := by
  constructor
  · have hu : {S : Finset (Fin d) | (0 : ℝ) + 2 * 0 * (S.card : ℝ) = 0} = Set.univ := by
      ext S
      simp
    rw [zeroModes_eq h, Set.ncard_image_of_injective _ corner_injective, hu, Set.ncard_univ,
      Nat.card_eq_fintype_card, Fintype.card_finset, Fintype.card_fin]
  · intro r hr
    -- only the empty set of directions escapes the Wilson mass 2 r |S|
    have hu : {S : Finset (Fin d) | (0 : ℝ) + 2 * r * (S.card : ℝ) = 0} = {∅} := by
      ext S
      simp [hr]
    rw [zeroModes_eq h, hu, Set.image_singleton]
    congr 1
```

"Doubling" here is a count for the symmetric nearest-neighbour difference and this one added term. The Nielsen–Ninomiya no-go theorem concerns general local, chirally symmetric lattice discretisations and the chiralities of their modes; neither chirality nor the continuum limit enters these statements.

The extension to \(m=-2rk\) identifies the admissible sets with `Finset.powersetCard k` of all directions, by factoring \(2r(|S|-k)=0\) and cancelling \(2r\neq0\); `Finset.card_powersetCard` gives `d.choose k`. Since `ncard` returns zero on an infinite set and \(\binom dk=0\) for \(k>d\), finiteness is stated alongside the count, and the two together make the zero set empty in that range. In the main theorem the positive value \(2^d\) already excludes an infinite set.

```lean
/-- For `r ≠ 0` and bare mass `m = -2 r k`, the singular momenta in the Brillouin zone form a
finite set of `d choose k` points. -/
theorem zeroModes_critical_mass [Nonempty n] (h : IsDiracAlgebra α β) {r : ℝ} (hr : r ≠ 0)
    (k : ℕ) :
    (zeroModes α β r (-(2 * r * k))).Finite ∧
      (zeroModes α β r (-(2 * r * k))).ncard = d.choose k := by
  have hu : {S : Finset (Fin d) | -(2 * r * (k : ℝ)) + 2 * r * (S.card : ℝ) = 0}
      = ↑(Finset.powersetCard k (Finset.univ : Finset (Fin d))) := by
    ext S
    simp only [Set.mem_ofPred_eq, Finset.mem_coe, Finset.mem_powersetCard, Finset.subset_univ,
      true_and]
    constructor
    · intro hS
      have h1 : (2 * r) * ((S.card : ℝ) - k) = 0 := by linear_combination hS
      have h2 := (mul_eq_zero.mp h1).resolve_left (mul_ne_zero two_ne_zero hr)
      exact_mod_cast sub_eq_zero.mp h2
    · intro hS
      rw [hS]
      ring
  rw [zeroModes_eq h]
  refine ⟨(Set.toFinite _).image _, ?_⟩
  rw [Set.ncard_image_of_injective _ corner_injective, hu, Set.ncard_coe_finset,
    Finset.card_powersetCard, Finset.card_univ, Fintype.card_fin]
```

The relations of `IsDiracAlgebra` are assumed throughout, and matrices satisfying them are exhibited for \(d=2\) only. These are the Pauli matrices of the instance above: `fin_cases` enumerates the directions and the matrix entries, and `simp` evaluates each product.

```lean
/-- The Pauli matrices, with `α = (σx, σy)` and `β = σz`, are pairwise anticommuting
involutions. -/
theorem isDiracAlgebra_witness :
    IsDiracAlgebra ![!![0, 1; 1, 0], !![0, -Complex.I; Complex.I, 0]] !![1, 0; 0, -1] := by
  refine ⟨fun i => ?_, fun i j hij => ?_, ?_, fun i => ?_⟩
  · fin_cases i <;> ext a b <;> fin_cases a <;> fin_cases b <;>
      simp [Matrix.mul_apply, Fin.sum_univ_succ]
  · fin_cases i <;> fin_cases j <;>
      first
        | exact absurd rfl hij
        | (ext a b
           fin_cases a <;> fin_cases b <;> simp)
  · ext a b
    fin_cases a <;> fin_cases b <;> simp [Matrix.mul_apply, Fin.sum_univ_succ]
  · fin_cases i <;> ext a b <;> fin_cases a <;> fin_cases b <;>
      simp

end

end LatticeDoubling
```

```lean
#print axioms LatticeDoubling.doubling_and_wilson
#print axioms LatticeDoubling.zeroModes_critical_mass
```

```
'LatticeDoubling.doubling_and_wilson' depends on axioms: [propext, Classical.choice, Quot.sound]
'LatticeDoubling.zeroModes_critical_mass' depends on axioms: [propext, Classical.choice, Quot.sound]
```
